# The free-particle spin-orbit factor K(p) falls with momentum, keeping p K(p) below 1/√2

An electron at rest has energy $E=c^2$ in atomic units, with $c$ the speed of light, and the factor $K=Ac/(E+c^2)$, where $A=\sqrt{(E+c^2)/(2E)}$, is then $1/(2c)$. At momentum $p=\sqrt3\,c$ the energy has doubled to $2c^2$, and $K$ has dropped to $1/(2\sqrt3\,c)$, so that $pK$ is only $1/2$ where the constant factor $1/(2c)$ would give $\sqrt3/2$.

In Lean 4 with Mathlib:

```lean
import Mathlib

open Filter Topology Matrix

namespace SpinOrbitKinematics

noncomputable section

/-- Relativistic energy of a free electron of momentum `p`, rest energy included, in atomic units
with speed of light `c`. -/
def energy (c p : ℝ) : ℝ := √(c ^ 4 + c ^ 2 * p ^ 2)

/-- The kinematic factor `A = √((E + c²) / (2E))` of the free-particle Foldy-Wouthuysen
transformation, for `c > 0`. -/
def factorA (c p : ℝ) : ℝ := √((energy c p + c ^ 2) / (2 * energy c p))

/-- The kinematic factor `K = A c / (E + c²)` that multiplies each momentum in the spin-orbit
operator, for `c > 0`. -/
def factorK (c p : ℝ) : ℝ := factorA c p * c / (energy c p + c ^ 2)

/-- The vector `K(|p|) K(|q|) p × q` that couples to the spin in the momentum-space spin-orbit
operator, for `c > 0`. -/
def spinOrbitVector (c : ℝ) (p q : Fin 3 → ℝ) : Fin 3 → ℝ :=
  (factorK c √(p ⬝ᵥ p) * factorK c √(q ⬝ᵥ q)) • (p ⨯₃ q)

/-- The free-particle energy is positive and obeys the relativistic dispersion relation. -/
theorem energy_pos_and_sq {c : ℝ} (hc : 0 < c) (p : ℝ) :
    0 < energy c p ∧ energy c p ^ 2 = c ^ 4 + c ^ 2 * p ^ 2 := by
  unfold energy
  exact ⟨Real.sqrt_pos.mpr (by positivity), Real.sq_sqrt (by positivity)⟩

/-- The factor `K` is positive, and its square is `c² / (2E(E + c²))`. -/
theorem factorK_pos_and_sq {c : ℝ} (hc : 0 < c) (p : ℝ) :
    0 < factorK c p ∧
      factorK c p ^ 2 = c ^ 2 / (2 * energy c p * (energy c p + c ^ 2)) := by
  have hE := (energy_pos_and_sq hc p).1
  have hA : 0 < factorA c p := Real.sqrt_pos.mpr (by positivity)
  have hA2 : factorA c p ^ 2 = (energy c p + c ^ 2) / (2 * energy c p) :=
    Real.sq_sqrt (by positivity)
  constructor
  · unfold factorK
    positivity
  · unfold factorK
    rw [div_pow, mul_pow, hA2]
    field_simp

/-- At zero momentum the factor `K` equals `1 / (2c)`. -/
theorem factorK_zero {c : ℝ} (hc : 0 < c) : factorK c 0 = 1 / (2 * c) := by
  have hE : energy c 0 = c ^ 2 := by
    unfold energy
    rw [show c ^ 4 + c ^ 2 * 0 ^ 2 = (c ^ 2) ^ 2 by ring]
    exact Real.sqrt_sq (by positivity)
  have hA : factorA c 0 = 1 := by
    unfold factorA
    rw [hE, ← two_mul, div_self (by positivity), Real.sqrt_one]
  unfold factorK
  rw [hA, hE, div_eq_div_iff (by positivity) (by positivity)]
  ring

/-- The factor `K` decreases strictly as the magnitude of the momentum grows. -/
theorem factorK_strictAntiOn {c : ℝ} (hc : 0 < c) :
    StrictAntiOn (factorK c) (Set.Ici 0) := by
  intro p hp q _ hpq
  have hp0 : 0 ≤ p := hp
  have hEp := (energy_pos_and_sq hc p).1
  have hc2 : 0 < c ^ 2 := by positivity
  -- the energy grows with momentum
  have hE : energy c p < energy c q := by
    apply Real.sqrt_lt_sqrt (by positivity)
    have h : p ^ 2 < q ^ 2 := by nlinarith
    nlinarith [mul_lt_mul_of_pos_left h hc2]
  -- so the square of `K` falls
  apply lt_of_pow_lt_pow_left₀ 2 (factorK_pos_and_sq hc p).1.le
  rw [(factorK_pos_and_sq hc p).2, (factorK_pos_and_sq hc q).2]
  apply div_lt_div_of_pos_left hc2 (by positivity)
  nlinarith [mul_pos hEp (sub_pos.mpr hE), mul_pos hc2 (sub_pos.mpr hE),
    mul_pos (sub_pos.mpr hE) (sub_pos.mpr hE)]

/-- The square of `p K(p)` is `(E - c²) / (2E)`, and it stays below one half at every momentum. -/
theorem momentum_factorK_sq {c : ℝ} (hc : 0 < c) (p : ℝ) :
    p ^ 2 * factorK c p ^ 2 = (energy c p - c ^ 2) / (2 * energy c p) ∧
      p ^ 2 * factorK c p ^ 2 < 1 / 2 := by
  obtain ⟨hE, hsq⟩ := energy_pos_and_sq hc p
  have hc2 : 0 < c ^ 2 := by positivity
  have h : p ^ 2 * factorK c p ^ 2 = (energy c p - c ^ 2) / (2 * energy c p) := by
    rw [(factorK_pos_and_sq hc p).2, ← mul_div_assoc,
      div_eq_div_iff (by positivity) (by positivity)]
    linear_combination (-2 * energy c p) * hsq
  refine ⟨h, ?_⟩
  rw [h, div_lt_div_iff₀ (by positivity) (by norm_num)]
  linarith

/-- The factors obey the normalisation `A² + p² K² = 1`. -/
theorem factor_normalisation {c : ℝ} (hc : 0 < c) (p : ℝ) :
    factorA c p ^ 2 + p ^ 2 * factorK c p ^ 2 = 1 := by
  have hE := (energy_pos_and_sq hc p).1
  have hA2 : factorA c p ^ 2 = (energy c p + c ^ 2) / (2 * energy c p) :=
    Real.sq_sqrt (by positivity)
  rw [hA2, (momentum_factorK_sq hc p).1, ← add_div, div_eq_iff (by positivity)]
  ring

/-- At high momentum `p K(p)` saturates at `1 / √2`. -/
theorem tendsto_momentum_factorK {c : ℝ} (hc : 0 < c) :
    Tendsto (fun p => p * factorK c p) atTop (𝓝 (1 / √2)) := by
  -- the energy is at least `c p`, so it tends to infinity
  have hE : Tendsto (energy c) atTop atTop := by
    apply tendsto_atTop_mono (f := fun p => c * p) _ (tendsto_id.const_mul_atTop hc)
    intro p
    apply Real.le_sqrt_of_sq_le
    nlinarith [pow_pos hc 4]
  have h : Tendsto (fun p => 1 / 2 - c ^ 2 / 2 / energy c p) atTop (𝓝 (1 / 2 - 0)) :=
    tendsto_const_nhds.sub (hE.const_div_atTop _)
  have hs := (Real.continuous_sqrt.tendsto _).comp h
  rw [sub_zero, Real.sqrt_div zero_le_one, Real.sqrt_one] at hs
  refine hs.congr' ?_
  filter_upwards [eventually_ge_atTop 0] with p hp
  have hEp := (energy_pos_and_sq hc p).1
  have hK := (factorK_pos_and_sq hc p).1
  have heq : 1 / 2 - c ^ 2 / 2 / energy c p = (p * factorK c p) ^ 2 := by
    rw [mul_pow, (momentum_factorK_sq hc p).1]
    field_simp
  change √(1 / 2 - c ^ 2 / 2 / energy c p) = p * factorK c p
  rw [heq, Real.sqrt_sq (by positivity)]

/-- Relative to its zero-momentum value, the factor `K` vanishes at high momentum. -/
theorem tendsto_damping {c : ℝ} (hc : 0 < c) :
    Tendsto (fun p => factorK c p / factorK c 0) atTop (𝓝 0) := by
  have h := ((tendsto_momentum_factorK hc).div_atTop tendsto_id).div_const (factorK c 0)
  rw [zero_div] at h
  refine h.congr' ?_
  filter_upwards [eventually_gt_atTop 0] with p hp
  change p * factorK c p / p / factorK c 0 = factorK c p / factorK c 0
  rw [mul_div_cancel_left₀ _ hp.ne']

/-- For all pairs of momenta the squared length of the spin-orbit vector is below `1/4`. -/
theorem spinOrbitVector_bounded {c : ℝ} (hc : 0 < c) (p q : Fin 3 → ℝ) :
    spinOrbitVector c p q ⬝ᵥ spinOrbitVector c p q < 1 / 4 := by
  have hn (v : Fin 3 → ℝ) : √(v ⬝ᵥ v) ^ 2 = v ⬝ᵥ v :=
    Real.sq_sqrt (Finset.sum_nonneg fun i _ => mul_self_nonneg (v i))
  have hp := (momentum_factorK_sq hc √(p ⬝ᵥ p)).2
  have hq := (momentum_factorK_sq hc √(q ⬝ᵥ q)).2
  have hpq := mul_lt_mul'' hp hq (by positivity) (by positivity)
  rw [hn p, hn q] at hpq
  unfold spinOrbitVector
  -- Lagrange's identity for the squared length of the cross product
  rw [smul_dotProduct, dotProduct_smul, cross_dot_cross, dotProduct_comm q p]
  simp only [smul_eq_mul]
  nlinarith [sq_nonneg (factorK c √(p ⬝ᵥ p) * factorK c √(q ⬝ᵥ q) * (p ⬝ᵥ q))]

end

end SpinOrbitKinematics
```

## Kinematic factors in the spin-orbit operator

The free-particle Foldy-Wouthuysen transformation separates the positive- and negative-energy solutions of the free Dirac equation. Applied to an electron in a potential $V$, it gives a first-order spin-orbit term whose momentum-space kernel contains

$$K(|\mathbf p|)\,K(|\mathbf q|)\;\mathbf p\times\mathbf q ,$$

contracted with $i\boldsymbol\sigma$, where the Pauli matrices $\boldsymbol\sigma$ are twice the spin, and multiplied by the Fourier transform of $V$ at $\mathbf p-\mathbf q$. Replacing both factors by $K(0)=1/(2c)$ gives the Breit-Pauli prefactor $1/(4c^2)$. With these constant factors the vector grows without bound when two momenta at a fixed angle other than $0$ or $\pi$ are scaled up together, whereas the momentum-dependent factors $K$ keep its length below $1/2$.

Such factors enter the spin-orbit integrals of Douglas-Kroll-Hess schemes, including atomic mean-field ones; the results here concern only the free-particle kinematics, with no potential, mean field or basis set.

## What the definitions and theorems say

The functions `energy`, `factorA` and `factorK` are $E$, $A$ and $K$, as real functions of `c` and `p`. The electron mass is 1, and the energy includes the rest energy. Every theorem assumes `0 < c`. The scalar `p` may be any real number, although physically it is a magnitude, and the monotonicity theorem is accordingly restricted to `Set.Ici 0`, the half-line $p\ge0$.

For the vector statement, momenta have type `Fin 3 → ℝ`, `⬝ᵥ` is the dot product and `⨯₃` the cross product. Thus `√(p ⬝ᵥ p)` is $|\mathbf p|$, and `spinOrbitVector` is the vector displayed above, without spin or potential. Its squared length is below $1/4$ for every pair of momenta, so its length is below $1/2$. This bounds the kinematic vector and says nothing about the size of the full operator.

The two limits, written with `Tendsto` and `atTop`, take $p\to+\infty$ at fixed $c$: $pK(p)$ tends to $1/\sqrt2$, and $K(p)/K(0)$ tends to 0. The second is the damping relative to Breit-Pauli, for one factor $K$.

## From the dispersion relation to the decrease of K

Since $c>0$, the radicand $c^4+c^2p^2$ is positive. Hence $E>0$ and $E^2=c^4+c^2p^2$, which is `energy_pos_and_sq`. Squaring $K$ removes the root in $A$:

$$K^2=\frac{E+c^2}{2E}\,\frac{c^2}{(E+c^2)^2}=\frac{c^2}{2E(E+c^2)} .$$

This is `factorK_pos_and_sq`, which also records $K>0$. At $p=0$ we have $E=c^2$ and $A=1$, so $K=c/(2c^2)=1/(2c)$, as `factorK_zero` states.

Now let $0\le p<q$. Then $p^2<q^2$, so $E(p)<E(q)$. The denominator $2E(E+c^2)$ grows with $E$, so $K(q)^2<K(p)^2$, and positivity gives $K(q)<K(p)$. The proof of `factorK_strictAntiOn` follows this order: `Real.sqrt_lt_sqrt` compares the energies, `lt_of_pow_lt_pow_left₀` reduces the goal to squares, and `nlinarith` compares the denominators.

## The bound of one half

Multiply $K^2$ by $p^2$ and use $c^2p^2=E^2-c^4=(E-c^2)(E+c^2)$:

$$p^2K^2=\frac{(E-c^2)(E+c^2)}{2E(E+c^2)}=\frac{E-c^2}{2E}=\frac12-\frac{c^2}{2E}<\frac12 .$$

In `momentum_factorK_sq` the fractions are cleared, and `linear_combination` supplies the dispersion relation `hsq` with the coefficient that closes the identity. Adding $A^2$ gives `factor_normalisation`:

$$A^2+p^2K^2=\frac{(E+c^2)+(E-c^2)}{2E}=1 .$$

Physically, $A^2$ and $p^2K^2$ are the weights of the upper and lower components in a normalised positive-energy free Dirac spinor. The bound says that the lower component always carries less than half the weight.

For two vectors, Lagrange's identity gives

$$|\mathbf p\times\mathbf q|^2=|\mathbf p|^2|\mathbf q|^2-(\mathbf p\cdot\mathbf q)^2\le|\mathbf p|^2|\mathbf q|^2 .$$

The squared length of the spin-orbit vector is therefore at most $|\mathbf p|^2K(|\mathbf p|)^2\,|\mathbf q|^2K(|\mathbf q|)^2<\tfrac12\cdot\tfrac12$. In `spinOrbitVector_bounded`, `mul_lt_mul''` multiplies the two scalar bounds, `cross_dot_cross` is Lagrange's identity, and the final `nlinarith` discards the subtracted square.

## High momentum, and a limit taken through the square

Because $E^2\ge c^2p^2$, the energy is at least $cp$ and tends to infinity with $p$. For $p\ge0$ the product $pK$ is non-negative, so

$$pK=\sqrt{\frac12-\frac{c^2}{2E}}\;\longrightarrow\;\frac1{\sqrt2}.$$

The restriction to $p\ge0$ matters: for negative $p$ the root equals $-pK$, so the two sides are not equal as functions on the whole real line. The method `congr'` of `Tendsto` deals with this. It transfers a limit from one function to another that agrees with it eventually, here for all sufficiently large $p$. The proof of `tendsto_momentum_factorK` first finds the limit of the square root by continuity. Then `filter_upwards [eventually_ge_atTop 0]` restricts attention to $p\ge0$, where `Real.sqrt_sq` turns $\sqrt{(pK)^2}$ into $pK$.

The same device gives `tendsto_damping`. For $p>0$,

$$\frac{K(p)}{K(0)}=\frac{pK(p)}{p\,K(0)},$$

where the numerator tends to a finite limit and the denominator to infinity, so the ratio tends to 0. At high momentum $K$ thus behaves as $1/(\sqrt2\,p)$, and $c$ no longer appears in the leading term.

```lean
#print axioms SpinOrbitKinematics.factorK_strictAntiOn
#print axioms SpinOrbitKinematics.factor_normalisation
#print axioms SpinOrbitKinematics.tendsto_damping
#print axioms SpinOrbitKinematics.spinOrbitVector_bounded
```

```
'SpinOrbitKinematics.factorK_strictAntiOn' depends on axioms: [propext, Classical.choice, Quot.sound]
'SpinOrbitKinematics.factor_normalisation' depends on axioms: [propext, Classical.choice, Quot.sound]
'SpinOrbitKinematics.tendsto_damping' depends on axioms: [propext, Classical.choice, Quot.sound]
'SpinOrbitKinematics.spinOrbitVector_bounded' depends on axioms: [propext, Classical.choice, Quot.sound]
```
